# Lyapunov ordering of the radial moments of a normalised density

Suppose a calculation reports $\langle r^2\rangle = 4$ and $\langle r^3\rangle = 7$, in powers of the bohr radius, for a density with integral 1. Both numbers are positive and of a sensible size, and nothing in either of them alone shows a fault. Yet no non-negative normalised density with finite moments of every order has this pair. A check of the sign and size of each number separately lets the error pass, whereas an inequality that links different orders can expose it.

Such an inequality is $\langle r^j\rangle^k \le \langle r^k\rangle^j$ for natural numbers $j \le k$. With $j=2$ and $k=3$ it would require $64 \le 49$. In electronic structure it gives a consistency test for tabulated moments of a non-negative density scaled to unit integral, provided that all its moments are finite. An $N$-electron density must first be divided by $N$.

## Sequences, densities and moments

```lean
import Mathlib

open MeasureTheory Set
open scoped Nat

namespace RadialMomentInequalities

noncomputable section
```

The first line loads the mathematical library Mathlib. The `open` lines give short access to the names for integrals and sets, and to the notation $n!$. The namespace puts a common prefix on the names that follow.

```lean
/-- Log-convexity of a moment sequence: the square of each moment after the zeroth is at most the
product of its two neighbours. -/
def LogConvex (m : ℕ → ℝ) : Prop := ∀ k, m (k + 1) ^ 2 ≤ m k * m (k + 2)
```

The type `ℕ → ℝ` is that of a real sequence $m_0, m_1, m_2, \dots$, and `m k` is $m_k$. `LogConvex m` is the statement

$$m_{k+1}^2 \le m_k\, m_{k+2}\qquad\text{for every natural } k .$$

For positive terms it says that $\log m_k$ is a convex function of $k$. The definition itself doesn't require positivity, so the theorems state their sign conditions separately.

```lean
/-- The radial moment of order `k` of a density `ρ` in `d`-dimensional space. -/
def radialMoment {d : ℕ} (ρ : EuclideanSpace ℝ (Fin d) → ℝ) (k : ℕ) : ℝ :=
  ∫ x, ‖x‖ ^ k * ρ x
```

For a real function $\rho$ on $d$-dimensional Euclidean space, this defines

$$\mu_k = \int \lVert x\rVert^k \rho(x)\,d^dx .$$

The distance is measured from the origin of coordinates. The integral runs over the whole space, so in three dimensions the factor $r^2$ of spherical coordinates is already in the volume element. There is no division by $\mu_0$; normalisation will be a hypothesis.

```lean
/-- The moment of order `k` of the radial distribution `4 Z³ r² exp (-2 Z r)` of the
hydrogenic 1s state with nuclear charge `Z`, in atomic units. -/
def groundMoment (Z : ℝ) (k : ℕ) : ℝ :=
  ∫ r in Ioi (0 : ℝ), r ^ k * (4 * Z ^ 3 * r ^ 2 * Real.exp (-(2 * Z * r)))
```

The second kind of moment belongs to a hydrogenic 1s electron. Squaring $\psi = \sqrt{Z^3/\pi}\,e^{-Zr}$ and multiplying by $4\pi r^2$ gives the radial distribution $4Z^3r^2e^{-2Zr}$, and the definition reads

$$M_k = \int_0^\infty r^k\, 4Z^3 r^2 e^{-2Zr}\,dr .$$

`Ioi 0` is the half-line $r>0$. The angular integration has been carried out before the definition is written down, and the file contains no theorem that identifies $M_k$ with a three-dimensional $\mu_k$.

## From log-convexity to the ordering

```lean
/-- Lyapunov ordering of consecutive moments for a normalised, non-negative, log-convex
sequence. -/
theorem lyapunov_step {m : ℕ → ℝ} (hm : ∀ k, 0 ≤ m k) (h0 : m 0 = 1) (hlc : LogConvex m)
    (k : ℕ) : m k ^ (k + 1) ≤ m (k + 1) ^ k := by
  induction k with
  | zero => simp [h0]
  | succ k ih =>
    rcases (hm (k + 1)).eq_or_lt with hz | hp
    · rw [← hz, zero_pow (by omega)]
      exact pow_nonneg (hm _) _
    · -- raise log-convexity to the power k + 1 and insert the previous inequality
      have hc : m (k + 1) ^ k * m (k + 1) ^ (k + 1 + 1)
          ≤ m (k + 1) ^ k * m (k + 2) ^ (k + 1) := calc
        _ = (m (k + 1) ^ 2) ^ (k + 1) := by ring
        _ ≤ (m k * m (k + 2)) ^ (k + 1) := pow_le_pow_left₀ (sq_nonneg _) (hlc k) _
        _ = m k ^ (k + 1) * m (k + 2) ^ (k + 1) := mul_pow _ _ _
        _ ≤ _ := mul_le_mul_of_nonneg_right ih (pow_nonneg (hm _) _)
      exact le_of_mul_le_mul_left hc (pow_pos hp k)
```

A Lean theorem lists its hypotheses before the colon and its claim after it. Here `hm` says that every $m_k$ is non-negative, `h0` that $m_0=1$, and `hlc` that the sequence is log-convex. The claim is

$$m_k^{k+1} \le m_{k+1}^k .$$

The proof is by induction on $k$. At $k=0$ both sides are 1. Now assume the inequality at $k$; the target is $m_{k+1}^{k+2} \le m_{k+2}^{k+1}$. If $m_{k+1}=0$, the left side is zero and the right side is non-negative. If $m_{k+1}>0$, raise log-convexity to the power $k+1$ and then insert the assumed inequality:

$$m_{k+1}^k\, m_{k+1}^{k+2} = (m_{k+1}^2)^{k+1} \le m_k^{k+1} m_{k+2}^{k+1} \le m_{k+1}^k\, m_{k+2}^{k+1}.$$

Dividing by $m_{k+1}^k$ gives the target.

The code follows the same lines. `rcases` separates the zero and positive cases, `ih` is the induction hypothesis, and the `calc` block is the displayed chain with a reason for each link. The final `le_of_mul_le_mul_left` performs the division.

The smallest case with any content is $k=1$, which reads $m_1^2 \le m_2$. For moments of a density this says that the variance of $r$ is not negative.

```lean
/-- Lyapunov ordering of any two moments of a normalised, non-negative, log-convex sequence. -/
theorem lyapunov_general {m : ℕ → ℝ} (hm : ∀ k, 0 ≤ m k) (h0 : m 0 = 1) (hlc : LogConvex m)
    {j k : ℕ} (hjk : j ≤ k) : m j ^ k ≤ m k ^ j := by
  induction k, hjk using Nat.le_induction with
  | base => exact le_rfl
  | succ k hjk ih =>
    rcases Nat.eq_zero_or_pos k with hk | hk
    · have hj : j = 0 := by omega
      subst hj
      simp [h0]
    · -- compare the k-th powers of both sides
      have hc : (m j ^ (k + 1)) ^ k ≤ (m (k + 1) ^ j) ^ k := calc
        _ = (m j ^ k) ^ (k + 1) := by rw [← pow_mul, ← pow_mul, mul_comm]
        _ ≤ (m k ^ j) ^ (k + 1) := pow_le_pow_left₀ (pow_nonneg (hm _) _) ih _
        _ = (m k ^ (k + 1)) ^ j := by rw [← pow_mul, ← pow_mul, mul_comm]
        _ ≤ (m (k + 1) ^ k) ^ j :=
          pow_le_pow_left₀ (pow_nonneg (hm _) _) (lyapunov_step hm h0 hlc k) _
        _ = _ := by rw [← pow_mul, ← pow_mul, mul_comm]
      exact (pow_le_pow_iff_left₀ (pow_nonneg (hm _) _) (pow_nonneg (hm _) _)
        (by omega)).mp hc
```

This theorem compares any two orders: if $j\le k$, then $m_j^k \le m_k^j$. For $j\ge1$, taking roots turns it into $m_j^{1/j} \le m_k^{1/k}$, so the characteristic length extracted from a moment doesn't decrease with the order.

The induction starts at $k=j$, where the two sides coincide, and moves $k$ upwards. For $k>0$ one compares $k$-th powers:

$$(m_j^{k+1})^k = (m_j^k)^{k+1} \le (m_k^j)^{k+1} = (m_k^{k+1})^j \le (m_{k+1}^k)^j = (m_{k+1}^j)^k .$$

The first inequality is the induction hypothesis and the second is `lyapunov_step`. Since both bases are non-negative, the $k$-th root may be taken, which is the job of `pow_le_pow_iff_left₀`. If $k=0$, then $j=0$ as well, and the claim is $1\le1$.

```lean
/-- For a normalised, log-convex sequence of positive moments, `m k ^ (k + 1) = m (k + 1) ^ k` holds
exactly when `m j = m 1 ^ j` for every `j ≤ k + 1`. -/
theorem lyapunov_eq_iff {m : ℕ → ℝ} (hm : ∀ k, 0 < m k) (h0 : m 0 = 1) (hlc : LogConvex m)
    (k : ℕ) : m k ^ (k + 1) = m (k + 1) ^ k ↔ ∀ j ≤ k + 1, m j = m 1 ^ j := by
  constructor
  · induction k with
    | zero =>
      intro _ j hj
      have hj' : j = 0 ∨ j = 1 := by omega
      rcases hj' with rfl | rfl
      · simp [h0]
      · simp
    | succ k ih =>
      intro he
      -- equality at order k + 1 forces equality at order k
      have hc : m (k + 1) ^ k * m (k + 2) ^ (k + 1)
          ≤ m k ^ (k + 1) * m (k + 2) ^ (k + 1) := calc
        _ = m (k + 1) ^ k * m (k + 1) ^ (k + 1 + 1) := by rw [he]
        _ = (m (k + 1) ^ 2) ^ (k + 1) := by ring
        _ ≤ (m k * m (k + 2)) ^ (k + 1) := pow_le_pow_left₀ (sq_nonneg _) (hlc k) _
        _ = _ := mul_pow _ _ _
      have hle := le_of_mul_le_mul_right hc (pow_pos (hm (k + 2)) (k + 1))
      have hlow := ih (le_antisymm (lyapunov_step (fun i => (hm i).le) h0 hlc k) hle)
      intro j hj
      rcases Nat.lt_or_ge (k + 1) j with hlt | hge
      · have hj' : j = k + 1 + 1 := by omega
        subst hj'
        refine (pow_left_inj₀ (hm _).le (pow_nonneg (hm 1).le _)
          (Nat.succ_ne_zero k)).mp ?_
        change m (k + 1 + 1) ^ (k + 1) = (m 1 ^ (k + 1 + 1)) ^ (k + 1)
        rw [← he, hlow (k + 1) le_rfl, ← pow_mul, ← pow_mul, mul_comm]
      · exact hlow j hge
  · intro h
    rw [h k (by omega), h (k + 1) le_rfl, ← pow_mul, ← pow_mul, mul_comm]
```

The symbol `↔` means "if and only if". For a normalised, log-convex sequence with strictly positive terms, the theorem says

$$m_k^{k+1} = m_{k+1}^k \iff m_j = m_1^j \text{ for all } j\le k+1 .$$

From right to left, both sides of the equality become $m_1^{k(k+1)}$. From left to right, use induction. At $k=0$ only $j=0$ and $j=1$ occur, and both are immediate. For the next order, suppose $m_{k+1}^{k+2} = m_{k+2}^{k+1}$. Then

$$m_{k+1}^k\, m_{k+2}^{k+1} = (m_{k+1}^2)^{k+1} \le m_k^{k+1} m_{k+2}^{k+1}.$$

Cancelling the positive factor $m_{k+2}^{k+1}$ leaves $m_{k+1}^k \le m_k^{k+1}$. `lyapunov_step` gives the reverse inequality, so equality also holds at order $k$, and the induction hypothesis fixes $m_j=m_1^j$ up to $j=k+1$. The remaining moment satisfies

$$m_{k+2}^{k+1} = m_{k+1}^{k+2} = (m_1^{k+2})^{k+1},$$

and a root gives $m_{k+2}=m_1^{k+2}$. In the code, `hle` is the inequality after cancellation, `hlow` holds the lower moments, and `pow_left_inj₀` takes the root.

Physically, $m_j=R^j$ is the moment sequence of a thin shell of radius $R$, the limit in which the spread of $r$ vanishes.

## Log-convexity derived for a density

```lean
/-- The radial moments of a non-negative density with finite moments are log-convex. -/
theorem radialMoment_logConvex {d : ℕ} {ρ : EuclideanSpace ℝ (Fin d) → ℝ}
    (hρ : ∀ x, 0 ≤ ρ x) (hint : ∀ k : ℕ, Integrable (fun x => ‖x‖ ^ k * ρ x)) :
    LogConvex (radialMoment ρ) := by
  intro k
  -- the mean of r^k (r - t)^2 is a non-negative quadratic in t
  have hq : ∀ t : ℝ, 0 ≤ radialMoment ρ (k + 2) - 2 * t * radialMoment ρ (k + 1)
      + t ^ 2 * radialMoment ρ k := by
    intro t
    have i1 : Integrable (fun x => ‖x‖ ^ (k + 2) * ρ x - 2 * t * (‖x‖ ^ (k + 1) * ρ x)) :=
      (hint (k + 2)).sub ((hint (k + 1)).const_mul (2 * t))
    have i2 : Integrable (fun x => t ^ 2 * (‖x‖ ^ k * ρ x)) := (hint k).const_mul (t ^ 2)
    unfold radialMoment
    rw [← integral_const_mul, ← integral_const_mul,
      ← integral_sub (hint (k + 2)) ((hint (k + 1)).const_mul (2 * t)), ← integral_add i1 i2]
    refine integral_nonneg (fun x => ?_)
    have hx : 0 ≤ ‖x‖ ^ k * (‖x‖ - t) ^ 2 * ρ x :=
      mul_nonneg (mul_nonneg (pow_nonneg (norm_nonneg x) k) (sq_nonneg _)) (hρ x)
    exact hx.trans_eq (by ring)
  have hd := discrim_le_zero (a := radialMoment ρ k) (b := -2 * radialMoment ρ (k + 1))
    (c := radialMoment ρ (k + 2)) (fun t => by linarith [hq t])
  unfold discrim at hd
  linarith
```

So far log-convexity was assumed. Here it is derived from two properties of $\rho$. The hypothesis `hρ` says that $\rho(x)\ge0$ everywhere, and `hint` says that $\lVert x\rVert^k\rho(x)$ is integrable for every natural $k$. The second is a condition on the tail: exponentially decaying bound-state densities meet it, while a density with a power-law tail has divergent moments at high order. Lean assigns the value zero to a divergent integral, so finiteness has to be stated explicitly. Spherical symmetry is not required, nor is normalisation at this stage.

For every real $t$, the integrand below is non-negative, hence

$$0 \le \int \lVert x\rVert^k(\lVert x\rVert-t)^2\rho(x)\,d^dx = \mu_{k+2} - 2t\,\mu_{k+1} + t^2\mu_k .$$

A quadratic in $t$ that never becomes negative has a discriminant that is not positive:

$$4\mu_{k+1}^2 - 4\mu_k\mu_{k+2} \le 0 .$$

This is log-convexity. If $\mu_k=0$, the expression is linear in $t$ and can stay non-negative only if $\mu_{k+1}=0$, so the conclusion still holds.

In the proof, `hq` is the non-negative quadratic. The facts `i1` and `i2` supply the integrability needed to combine three integrals into one, `integral_nonneg` reduces the claim to the integrand, and `ring` checks the expansion of the square. `discrim_le_zero` then supplies the discriminant condition, including the linear case.

```lean
/-- Lyapunov ordering of the radial moments of a normalised, non-negative density with finite
moments of every natural order, in any dimension: for `j ≤ k`, the `k`-th power of moment `j` is at
most the `j`-th power of moment `k`. -/
theorem density_lyapunov {d : ℕ} {ρ : EuclideanSpace ℝ (Fin d) → ℝ}
    (hρ : ∀ x, 0 ≤ ρ x) (hnorm : ∫ x, ρ x = 1)
    (hint : ∀ k : ℕ, Integrable (fun x => ‖x‖ ^ k * ρ x)) {j k : ℕ} (hjk : j ≤ k) :
    radialMoment ρ j ^ k ≤ radialMoment ρ k ^ j :=
  lyapunov_general
    (fun i => integral_nonneg (fun x => mul_nonneg (pow_nonneg (norm_nonneg x) i) (hρ x)))
    (by simp [hnorm]) (radialMoment_logConvex hρ hint) hjk
```

With the extra hypothesis `hnorm`, that $\int\rho=1$, the result for densities is

$$\mu_j^k \le \mu_k^j \qquad (j\le k).$$

The proof passes three facts to `lyapunov_general`: the moments are non-negative because their integrands are, $\mu_0=1$ by normalisation, and log-convexity comes from the preceding theorem. Choosing consecutive orders gives $\mu_k^{k+1}\le\mu_{k+1}^k$.

Lyapunov's inequality in probability theory allows real positive exponents and asks only for the moment of higher order to be finite. This version has natural exponents and asks for all moments to be finite. Negative powers, such as the $\langle 1/r\rangle$ of nuclear attraction, are not covered.

## The hydrogenic 1s state

```lean
/-- Closed form of the radial moments of the hydrogenic 1s state. -/
theorem groundMoment_eq {Z : ℝ} (hZ : 0 < Z) (k : ℕ) :
    groundMoment Z k = ((k + 2)! : ℝ) / (2 * (2 * Z) ^ k) := by
  have h := Real.integral_rpow_mul_exp_neg_mul_Ioi (a := (k : ℝ) + 3) (r := 2 * Z)
    (by positivity) (by positivity)
  have hG : Real.Gamma ((k : ℝ) + 3) = ((k + 2)! : ℝ) := by
    rw [← Real.Gamma_nat_eq_factorial]
    congr 1
    push_cast
    ring
  have hp : (1 / (2 * Z)) ^ ((k : ℝ) + 3) = 1 / ((2 * Z) ^ k * (8 * Z ^ 3)) := by
    have e : (k : ℝ) + 3 = ((k + 3 : ℕ) : ℝ) := by norm_num
    rw [e, Real.rpow_natCast, div_pow, one_pow, pow_add,
      show (2 * Z) ^ 3 = 8 * Z ^ 3 by ring]
  -- reduce the moment to Euler's Gamma integral
  have hi : groundMoment Z k = 4 * Z ^ 3 *
      ∫ t in Ioi (0 : ℝ), t ^ ((k : ℝ) + 3 - 1) * Real.exp (-(2 * Z * t)) := by
    unfold groundMoment
    rw [← integral_const_mul]
    refine setIntegral_congr_fun measurableSet_Ioi (fun r _ => ?_)
    have e : (k : ℝ) + 3 - 1 = ((k + 2 : ℕ) : ℝ) := by
      push_cast
      ring
    rw [e, Real.rpow_natCast]
    ring
  rw [hi, h, hG, hp]
  have hq : (2 * Z) ^ k ≠ 0 := by positivity
  generalize (2 * Z) ^ k = q at hq ⊢
  field_simp
  norm_num
```

For $Z>0$, the moments have the closed form

$$M_k = 4Z^3\int_0^\infty r^{k+2}e^{-2Zr}\,dr = 4Z^3\,\frac{(k+2)!}{(2Z)^{k+3}} = \frac{(k+2)!}{2(2Z)^k}.$$

Thus $M_1 = 3/(2Z)$ and $M_2=3/Z^2$. Mathlib states the integral for real exponents and the Gamma function, so part of the proof translates between real and natural powers. `hi` brings the moment to Euler's integral, `hG` is $\Gamma(k+3)=(k+2)!$, and `hp` splits $(2Z)^{k+3}$ into $(2Z)^k\cdot 8Z^3$. The last lines cancel the common factors.

```lean
/-- The hydrogenic 1s moments are positive, normalised and log-convex. -/
theorem groundMoment_witness {Z : ℝ} (hZ : 0 < Z) :
    (∀ k, 0 < groundMoment Z k) ∧ groundMoment Z 0 = 1 ∧ LogConvex (groundMoment Z) := by
  refine ⟨fun k => ?_, ?_, fun k => ?_⟩
  · rw [groundMoment_eq hZ]
    positivity
  · rw [groundMoment_eq hZ]
    norm_num [Nat.factorial]
  · -- consecutive moments differ by the factor (k + 3) / (2 Z)
    have hrec : ∀ n : ℕ, groundMoment Z (n + 1)
        = groundMoment Z n * (((n : ℝ) + 3) * (2 * Z)⁻¹) := by
      intro n
      have f : ((n + 1 + 2)! : ℝ) = ((n : ℝ) + 3) * ((n + 2)! : ℝ) := by
        rw [show n + 1 + 2 = (n + 2) + 1 by omega, Nat.factorial_succ (n + 2)]
        push_cast
        ring
      rw [groundMoment_eq hZ (n + 1), groundMoment_eq hZ n, f, pow_succ]
      field_simp
    have r2 : groundMoment Z (k + 2)
        = groundMoment Z (k + 1) * (((k : ℝ) + 4) * (2 * Z)⁻¹) :=
      (hrec (k + 1)).trans (by push_cast; ring)
    rw [r2, hrec k]
    generalize (2 * Z)⁻¹ = c
    have hpos : 0 ≤ groundMoment Z k ^ 2 * ((k : ℝ) + 3) * c ^ 2 := by positivity
    nlinarith [hpos]

end

end RadialMomentInequalities
```

The symbol `∧` means "and". The theorem states that, for $Z>0$, the 1s moments are all positive, that $M_0=1$, and that they are log-convex. They therefore meet every hypothesis of the three sequence theorems above.

Positivity can be read off the closed form, and $M_0=2!/2=1$. For log-convexity, `hrec` gives the ratio of neighbours,

$$M_{n+1} = M_n\,\frac{n+3}{2Z}.$$

With $c=1/(2Z)$, using this ratio twice yields

$$M_kM_{k+2}-M_{k+1}^2 = M_k^2c^2\,[(k+3)(k+4)-(k+3)^2] = M_k^2c^2(k+3)\ge0 .$$

The last expression is `hpos` in the code, and `nlinarith` completes the algebra from it. At $k=1$ the ordering reads $9/(4Z^2)\le 3/Z^2$; the difference, $3/(4Z^2)$, is the variance of the electron's distance from the nucleus.

```lean
#print axioms RadialMomentInequalities.lyapunov_eq_iff
#print axioms RadialMomentInequalities.density_lyapunov
```

```
'RadialMomentInequalities.lyapunov_eq_iff' depends on axioms: [propext, Classical.choice, Quot.sound]
'RadialMomentInequalities.density_lyapunov' depends on axioms: [propext, Classical.choice, Quot.sound]
```
